# Square-root onset of the three-dimensional second-band density of states in the two-plane-wave model with a gap

To get the density of states of a second band near a zone boundary, with free motion parallel to the boundary plane, I replace the sum over three-dimensional wavevectors by a length: at each energy I find the normal wavevectors at which the band lies at or below that energy, and multiply the length of that range by $\pi$, in units with $\hbar^2/2m=1$. States are counted here by their volume in wavevector space.

Let the boundary plane lie at distance $g$ from the origin, let $q$ be the normal wavevector measured from that plane, and let $V>0$ be the potential component that couples the plane waves $q+g$ and $q-g$. The second band is $e(q)=g^2+q^2+\sqrt{4g^2q^2+V^2}$, with edge $E_c=g^2+V$. For $E\ge E_c$ the range should have length $2\sqrt s$, where $s=E+g^2-\sqrt{4g^2E+V^2}$, and the density of states should start as $\sqrt{E-E_c}$. Can this be made rigorous and machine-checked, including the step from three dimensions to a length?

## Yes, and the factor $\pi$ comes from counting transverse discs

**The bands.** The two-wave Hamiltonian has diagonal entries $(q\pm g)^2$ and off-diagonal entries $V$. Its secular determinant is
$$(x-g^2-q^2)^2-(4g^2q^2+V^2),$$
so its energies are $g^2+q^2\pm\sqrt{4g^2q^2+V^2}$. The upper one is $e(q)$.

**The length.** Write $R=\sqrt{4g^2E+V^2}$. The condition $e(q)\le E$ means $\sqrt{4g^2q^2+V^2}\le E-g^2-q^2$. The identity
$$(E-g^2-q^2)^2-4g^2q^2-V^2=(E+g^2-q^2)^2-R^2$$
turns the squared condition into $(E+g^2-q^2)^2\ge R^2$. Since $q^2\le E-g^2$, the bracket is non-negative, so $q^2\le E+g^2-R=s$.

Conversely, $E\ge E_c$ gives $R^2\ge(2g^2+V)^2$. If $q^2\le s$, then $E-g^2-q^2\ge R-2g^2\ge V\ge0$, and the squaring can be undone. As $e(0)=E_c\le E$, we have $s\ge0$. The set is therefore $[-\sqrt s,\sqrt s]$, of length $2\sqrt s$.

**The slope.** At $E_c$ we have $R=V+2g^2$ and $s=0$. Since $ds/dE=1-2g^2/R$,
$$\frac{s}{E-E_c}\to\frac{V}{V+2g^2}\qquad(E\downarrow E_c).$$

**Three dimensions.** With free transverse motion, the states up to $E$ satisfy $e(q)+|k_\perp|^2\le E$, where $k_\perp$ is the transverse wavevector. At fixed $q$ they fill a disc, so their volume is
$$N(E)=\int\pi\,\max(E-e(q),0)\,dq.$$
Now raise the energy from $E\ge E_c$ to $F>E$. Each disc with $e(q)\le E$ grows by exactly $\pi(F-E)$, those with $E<e(q)\le F$ grow by at most that, and the rest stay empty. Hence
$$2\pi(F-E)\sqrt{s(E)}\le N(F)-N(E)\le2\pi(F-E)\sqrt{s(F)}.$$
Dividing by $F-E$, and using the continuity of $s$ and the same bounds from below, gives $N'(E)=2\pi\sqrt{s(E)}$ for $E>E_c$. Therefore
$$\frac{N'(E)}{\sqrt{E-E_c}}\to2\pi\sqrt{\frac{V}{V+2g^2}}.$$

Here is the complete Lean file.

```lean
import Mathlib

open MeasureTheory Filter Topology

namespace NearlyFreeElectrons

noncomputable section

/-- Two-wave Hamiltonian at distance `q` from the zone boundary: plane waves of wavevector
`q + g` and `q - g`, coupled by the potential component `V`. -/
def twoWave (g V q : ℝ) : Matrix (Fin 2) (Fin 2) ℝ :=
  !![(q + g) ^ 2, V; V, (q - g) ^ 2]

/-- The second band along the direction normal to the zone boundary. -/
def upperBand (g V q : ℝ) : ℝ := g ^ 2 + q ^ 2 + √(4 * g ^ 2 * q ^ 2 + V ^ 2)

/-- The quantity `s(E)`, for energies with `0 ≤ 4 g² E + V²`. -/
def sliceSq (g V E : ℝ) : ℝ := E + g ^ 2 - √(4 * g ^ 2 * E + V ^ 2)

/-- The states of the second band up to energy `E`, with free motion in the transverse plane;
the transverse wavevector is written as a complex number. -/
def states (g V E : ℝ) : Set (ℝ × ℂ) := {p | upperBand g V p.1 + ‖p.2‖ ^ 2 ≤ E}

/-- The volume in wavevector space of the second-band states up to energy `E`. -/
def stateVolume (g V E : ℝ) : ℝ := (volume (states g V E)).toReal

/-- The energies of the two-wave Hamiltonian are the second band and its lower partner. -/
theorem secular_equation (g V q x : ℝ) :
    (x • (1 : Matrix (Fin 2) (Fin 2) ℝ) - twoWave g V q).det = 0 ↔
      x = upperBand g V q ∨ x = g ^ 2 + q ^ 2 - √(4 * g ^ 2 * q ^ 2 + V ^ 2) := by
  have key : ∀ r : ℝ, r ^ 2 = 4 * g ^ 2 * q ^ 2 + V ^ 2 →
      (x • (1 : Matrix (Fin 2) (Fin 2) ℝ) - twoWave g V q).det =
        (x - (g ^ 2 + q ^ 2 + r)) * (x - (g ^ 2 + q ^ 2 - r)) := by
    intro r hr
    rw [Matrix.det_fin_two]
    simp only [twoWave, Matrix.sub_apply, Matrix.smul_apply, Matrix.one_apply, Matrix.of_apply,
      Matrix.cons_val', Matrix.cons_val_zero, Matrix.cons_val_one, Matrix.cons_val_fin_one,
      smul_eq_mul, if_true, zero_ne_one, one_ne_zero, if_false]
    linear_combination hr
  unfold upperBand
  rw [key _ (Real.sq_sqrt (by positivity)), mul_eq_zero, sub_eq_zero, sub_eq_zero]

/-- For `E` at or above the band edge, the second band is at most `E` exactly where `q² ≤ s(E)`. -/
theorem upperBand_le_iff {g V E : ℝ} (hV : 0 ≤ V) (hE : g ^ 2 + V ≤ E) (q : ℝ) :
    upperBand g V q ≤ E ↔ q ^ 2 ≤ sliceSq g V E := by
  unfold upperBand sliceSq
  constructor
  · intro h
    have h1 : √(4 * g ^ 2 * q ^ 2 + V ^ 2) ≤ E - g ^ 2 - q ^ 2 := by linarith
    obtain ⟨h2, h3⟩ := Real.sqrt_le_iff.1 h1
    have h4 : √(4 * g ^ 2 * E + V ^ 2) ≤ E + g ^ 2 - q ^ 2 :=
      Real.sqrt_le_iff.2 ⟨by linarith [sq_nonneg g], by nlinarith⟩
    linarith
  · intro h
    have h1 : √(4 * g ^ 2 * E + V ^ 2) ≤ E + g ^ 2 - q ^ 2 := by linarith
    obtain ⟨_, h3⟩ := Real.sqrt_le_iff.1 h1
    -- this bound selects the correct root of the squared equation
    have hR : 2 * g ^ 2 + V ≤ √(4 * g ^ 2 * E + V ^ 2) :=
      (le_abs_self _).trans (Real.abs_le_sqrt
        (by nlinarith [mul_nonneg (sq_nonneg g) (sub_nonneg.2 hE)]))
    have h4 : √(4 * g ^ 2 * q ^ 2 + V ^ 2) ≤ E - g ^ 2 - q ^ 2 :=
      Real.sqrt_le_iff.2 ⟨by linarith, by nlinarith⟩
    linarith

/-- Above the band edge, the set of `q` with second-band energy at most `E` has length
`2 √s(E)`. -/
theorem volume_slice {g V E : ℝ} (hV : 0 ≤ V) (hE : g ^ 2 + V ≤ E) :
    volume {q | upperBand g V q ≤ E} = ENNReal.ofReal (2 * √(sliceSq g V E)) := by
  have hs : 0 ≤ sliceSq g V E := by
    have h := (upperBand_le_iff hV hE 0).1 (by simpa [upperBand, Real.sqrt_sq hV] using hE)
    simpa using h
  have hset : {q | upperBand g V q ≤ E} =
      Set.Icc (-√(sliceSq g V E)) (√(sliceSq g V E)) := by
    ext q
    rw [Set.mem_ofPred_eq, upperBand_le_iff hV hE, Real.sq_le hs, Set.mem_Icc]
  rw [hset, Real.volume_Icc]
  congr 1
  ring

/-- As `E` decreases to the band edge, `s(E)` divided by the excess energy tends to `V / (V + 2
g²)`. -/
theorem sliceSq_onset (g : ℝ) {V : ℝ} (hV : 0 < V) :
    Tendsto (fun E => sliceSq g V E / (E - (g ^ 2 + V))) (𝓝[>] (g ^ 2 + V))
      (𝓝 (V / (V + 2 * g ^ 2))) := by
  have hroot : √(4 * g ^ 2 * (g ^ 2 + V) + V ^ 2) = V + 2 * g ^ 2 := by
    rw [show 4 * g ^ 2 * (g ^ 2 + V) + V ^ 2 = (V + 2 * g ^ 2) ^ 2 by ring,
      Real.sqrt_sq (by positivity)]
  have h0 : sliceSq g V (g ^ 2 + V) = 0 := by
    unfold sliceSq
    rw [hroot]
    ring
  have h1 : HasDerivAt (fun E : ℝ => 4 * g ^ 2 * E + V ^ 2) (4 * g ^ 2) (g ^ 2 + V) :=
    (((hasDerivAt_id' (g ^ 2 + V)).const_mul (4 * g ^ 2)).add_const (V ^ 2)).congr_deriv
      (by ring)
  have hd : HasDerivAt (sliceSq g V) (V / (V + 2 * g ^ 2)) (g ^ 2 + V) := by
    have hpos : 4 * g ^ 2 * (g ^ 2 + V) + V ^ 2 ≠ 0 := by positivity
    refine (((hasDerivAt_id' (g ^ 2 + V)).add_const (g ^ 2)).fun_sub
      (h1.sqrt hpos)).congr_deriv ?_
    rw [hroot]
    have hne : V + 2 * g ^ 2 ≠ 0 := by positivity
    field_simp
    ring
  refine ((hasDerivAt_iff_tendsto_slope.1 hd).mono_left
    (nhdsWithin_mono _ fun x hx => ne_of_gt hx)).congr fun E => ?_
  rw [slope_def_field, h0, sub_zero]

/-- The state volume is the sum over `q` of the areas of the transverse discs. -/
theorem volume_states (g V E : ℝ) :
    volume (states g V E) = ∫⁻ q, ENNReal.ofReal (Real.pi * (E - upperBand g V q)) := by
  have hm : MeasurableSet (states g V E) := by
    apply IsClosed.measurableSet
    unfold states upperBand
    exact isClosed_le (by fun_prop) continuous_const
  rw [Measure.volume_eq_prod, Measure.prod_apply hm]
  refine lintegral_congr fun q => ?_
  by_cases h : upperBand g V q ≤ E
  · have hd : 0 ≤ E - upperBand g V q := sub_nonneg.2 h
    have hb : Prod.mk q ⁻¹' states g V E =
        Metric.closedBall (0 : ℂ) (√(E - upperBand g V q)) := by
      ext z
      simp only [states, Set.mem_preimage, Set.mem_ofPred_eq, mem_closedBall_zero_iff]
      constructor
      · intro hz
        exact (le_abs_self _).trans (Real.abs_le_sqrt (by linarith))
      · intro hz
        have h2 := pow_le_pow_left₀ (norm_nonneg z) hz 2
        rw [Real.sq_sqrt hd] at h2
        linarith
    have hpi : ENNReal.ofReal Real.pi = (NNReal.pi : ENNReal) := by
      rw [← NNReal.coe_real_pi, ENNReal.ofReal_coe_nnreal]
    rw [hb, Complex.volume_closedBall, ← ENNReal.ofReal_pow (Real.sqrt_nonneg _),
      Real.sq_sqrt hd, ENNReal.ofReal_mul Real.pi_nonneg, hpi, mul_comm]
  · have hb : Prod.mk q ⁻¹' states g V E = ∅ := by
      ext z
      simp only [states, Set.mem_preimage, Set.mem_ofPred_eq, Set.mem_empty_iff_false, iff_false]
      intro hz
      exact h (by linarith [sq_nonneg ‖z‖])
    rw [hb, measure_empty, ENNReal.ofReal_of_nonpos]
    exact mul_nonpos_of_nonneg_of_nonpos Real.pi_nonneg (by linarith)

/-- The volume of the energy shell from `E` to `F` lies between `π (F - E)` times the slice
length at `E` and the same factor times the slice length at `F`. -/
theorem shell_bounds {g V E F : ℝ} (hV : 0 ≤ V) (hE : g ^ 2 + V ≤ E) (hF : E ≤ F) :
    Real.pi * (F - E) * (2 * √(sliceSq g V E)) ≤ stateVolume g V F - stateVolume g V E ∧
    stateVolume g V F - stateVolume g V E ≤ Real.pi * (F - E) * (2 * √(sliceSq g V F)) := by
  have hc : Continuous (upperBand g V) := by unfold upperBand; fun_prop
  have hm : ∀ A, MeasurableSet {q | upperBand g V q ≤ A} := fun A =>
    (isClosed_le hc continuous_const).measurableSet
  have hf : ∀ A, Measurable fun q => ENNReal.ofReal (Real.pi * (A - upperBand g V q)) :=
    fun A => (continuous_const.mul (continuous_const.sub hc)).measurable.ennreal_ofReal
  have hpi := Real.pi_nonneg
  -- upper bound: a disc grows by at most `π (B - A)`, and only where the band is below `B`
  have up : ∀ A B, g ^ 2 + V ≤ B → volume (states g V B) ≤ volume (states g V A) +
      ENNReal.ofReal (Real.pi * (B - A)) * ENNReal.ofReal (2 * √(sliceSq g V B)) := by
    intro A B hB
    rw [← volume_slice hV hB, volume_states, volume_states,
      ← lintegral_indicator_const (hm B), ← lintegral_add_left (hf A)]
    refine lintegral_mono fun q => ?_
    by_cases h : upperBand g V q ≤ B
    · simp only [Set.indicator, Set.mem_ofPred_eq, h, if_true]
      rw [show Real.pi * (B - upperBand g V q) =
        Real.pi * (A - upperBand g V q) + Real.pi * (B - A) by ring]
      exact ENNReal.ofReal_add_le
    · have h0 : Real.pi * (B - upperBand g V q) ≤ 0 :=
        mul_nonpos_of_nonneg_of_nonpos hpi (by linarith)
      simp only [ENNReal.ofReal_of_nonpos h0, zero_le]
  -- lower bound: where the band is below `E`, the disc grows by exactly `π (F - E)`
  have low : volume (states g V E) + ENNReal.ofReal (Real.pi * (F - E)) *
      ENNReal.ofReal (2 * √(sliceSq g V E)) ≤ volume (states g V F) := by
    rw [← volume_slice hV hE, volume_states, volume_states,
      ← lintegral_indicator_const (hm E), ← lintegral_add_left (hf E)]
    refine lintegral_mono fun q => ?_
    by_cases h : upperBand g V q ≤ E
    · simp only [Set.indicator, Set.mem_ofPred_eq, h, if_true]
      rw [← ENNReal.ofReal_add (mul_nonneg hpi (by linarith)) (mul_nonneg hpi (by linarith))]
      exact ENNReal.ofReal_le_ofReal (le_of_eq (by ring))
    · simp only [Set.indicator, Set.mem_ofPred_eq, h, if_false, add_zero]
      exact ENNReal.ofReal_le_ofReal (mul_le_mul_of_nonneg_left (by linarith) hpi)
  have hzero : volume (states g V 0) = 0 := by
    rw [volume_states]
    calc _ = ∫⁻ _ : ℝ, (0 : ENNReal) := lintegral_congr fun q =>
          ENNReal.ofReal_of_nonpos (mul_nonpos_of_nonneg_of_nonpos hpi (by
            have : 0 ≤ upperBand g V q := by unfold upperBand; positivity
            linarith))
      _ = 0 := lintegral_zero
  have fin : ∀ B, g ^ 2 + V ≤ B → volume (states g V B) ≠ ⊤ := by
    intro B hB
    refine ne_top_of_le_ne_top ?_ (up 0 B hB)
    rw [hzero, zero_add]
    exact ENNReal.mul_ne_top ENNReal.ofReal_ne_top ENNReal.ofReal_ne_top
  have real : ∀ x : ℝ, (volume (states g V E) + ENNReal.ofReal (Real.pi * (F - E)) *
      ENNReal.ofReal (2 * √x)).toReal =
      stateVolume g V E + Real.pi * (F - E) * (2 * √x) := by
    intro x
    rw [ENNReal.toReal_add (fin E hE)
      (ENNReal.mul_ne_top ENNReal.ofReal_ne_top ENNReal.ofReal_ne_top), ENNReal.toReal_mul,
      ENNReal.toReal_ofReal (mul_nonneg hpi (by linarith)),
      ENNReal.toReal_ofReal (by positivity), stateVolume]
  have h1 := ENNReal.toReal_mono (fin F (hE.trans hF)) low
  have h2 := ENNReal.toReal_mono (ENNReal.add_ne_top.2 ⟨fin E hE,
    ENNReal.mul_ne_top ENNReal.ofReal_ne_top ENNReal.ofReal_ne_top⟩) (up E F (hE.trans hF))
  rw [real] at h1 h2
  change _ ≤ stateVolume g V F at h1
  change stateVolume g V F ≤ _ at h2
  constructor <;> linarith

/-- Above the band edge, the three-dimensional density of states (the energy derivative of the
state volume) is `π` times the slice length `2 √s(E)`. -/
theorem density_of_states {g V E : ℝ} (hV : 0 ≤ V) (hE : g ^ 2 + V < E) :
    HasDerivAt (stateVolume g V) (Real.pi * (2 * √(sliceSq g V E))) E := by
  let f : ℝ → ℝ := fun x => Real.pi * (2 * √(sliceSq g V x))
  have hf : Continuous f := by unfold f sliceSq; fun_prop
  have hc : Tendsto f (𝓝[≠] E) (𝓝 (f E)) := (hf.tendsto E).mono_left nhdsWithin_le_nhds
  have key : ∀ a b, g ^ 2 + V ≤ a → a < b →
      f a ≤ slope (stateVolume g V) a b ∧ slope (stateVolume g V) a b ≤ f b := by
    intro a b ha hab
    obtain ⟨h1, h2⟩ := shell_bounds hV ha hab.le
    have hpos : 0 < b - a := sub_pos.2 hab
    rw [slope_def_field, le_div_iff₀ hpos, div_le_iff₀ hpos]
    constructor <;> simp only [f] <;> linarith
  have hb : ∀ᶠ x in 𝓝[≠] E, min (f E) (f x) ≤ slope (stateVolume g V) E x ∧
      slope (stateVolume g V) E x ≤ max (f E) (f x) := by
    filter_upwards [self_mem_nhdsWithin, nhdsWithin_le_nhds (Ioi_mem_nhds hE)] with x hx hxE
    rcases lt_or_gt_of_ne hx with h | h
    · obtain ⟨h1, h2⟩ := key x E (le_of_lt hxE) h
      rw [slope_comm]
      exact ⟨(min_le_right _ _).trans h1, h2.trans (le_max_left _ _)⟩
    · obtain ⟨h1, h2⟩ := key E x hE.le h
      exact ⟨(min_le_left _ _).trans h1, h2.trans (le_max_right _ _)⟩
  have hmin : Tendsto (fun x => min (f E) (f x)) (𝓝[≠] E) (𝓝 (f E)) := by
    simpa only [min_self] using (tendsto_const_nhds (x := f E)).min hc
  have hmax : Tendsto (fun x => max (f E) (f x)) (𝓝[≠] E) (𝓝 (f E)) := by
    simpa only [max_self] using (tendsto_const_nhds (x := f E)).max hc
  exact hasDerivAt_iff_tendsto_slope.2 (tendsto_of_tendsto_of_tendsto_of_le_of_le' hmin hmax
    (hb.mono fun _ h => h.1) (hb.mono fun _ h => h.2))

/-- Square-root onset: divided by the root of the excess energy, the second-band density of
states tends to `2π √(V / (V + 2 g²))` at the band edge. -/
theorem square_root_onset (g : ℝ) {V : ℝ} (hV : 0 < V) :
    Tendsto (fun E => deriv (stateVolume g V) E / √(E - (g ^ 2 + V))) (𝓝[>] (g ^ 2 + V))
      (𝓝 (2 * Real.pi * √(V / (V + 2 * g ^ 2)))) := by
  have h := ((Real.continuous_sqrt.tendsto _).comp (sliceSq_onset g hV)).const_mul (2 * Real.pi)
  refine h.congr' ?_
  filter_upwards [self_mem_nhdsWithin] with E hE
  have hE' : g ^ 2 + V < E := hE
  rw [(density_of_states hV.le hE').deriv, Function.comp_apply,
    Real.sqrt_div' _ (sub_nonneg.2 hE'.le)]
  ring

end

end NearlyFreeElectrons
```

```lean
#print axioms NearlyFreeElectrons.secular_equation
#print axioms NearlyFreeElectrons.square_root_onset
```

```
'NearlyFreeElectrons.secular_equation' depends on axioms: [propext, Classical.choice, Quot.sound]
'NearlyFreeElectrons.square_root_onset' depends on axioms: [propext, Classical.choice, Quot.sound]
```

### What the Lean objects count

`twoWave` is the Hamiltonian, `upperBand` is $e(q)$ and `sliceSq` is $s(E)$. A point of `states` is a pair in `ℝ × ℂ`: the normal wavevector $q$, and the transverse wavevector written as a complex number, whose norm is $|k_\perp|$. `stateVolume` is $N(E)$, without spin or factors of $(2\pi)^3$.

`upperBand_le_iff`, `volume_slice` (the length) and `shell_bounds` all assume $V\ge0$ and $E\ge E_c$; the last also takes $F\ge E$. `density_of_states` gives the derivative of $N$ for $V\ge0$ and $E$ strictly above the edge. `sliceSq_onset` and `square_root_onset` are limits from above, written `𝓝[>]`, and require $V>0$, which means a gap of $2V$ at the boundary. For a negative component, replace $V$ by $|V|$, since the bands depend only on $V^2$. The parameter $g$ may be any real number.

The result describes how the second band's density of states starts above its edge, for non-interacting electrons with one pair of coupled waves and no transverse potential. The first band's contribution, which is also present at these energies, is left out. Since $q$ and $k_\perp$ are unbounded, a comparison with a crystal makes sense only while both $\sqrt s$ and the largest disc radius, $\sqrt{E-E_c}$, are small compared with the zone width.

### How the proof follows the discs

- `secular_equation` factors the determinant, using only the square of the root.
- `upperBand_le_iff` does the squaring in both directions. Its `hR` is the bound $R\ge2g^2+V$ that selects the correct root. `volume_slice` then identifies the interval.
- `sliceSq_onset` differentiates $s$ at the edge and reads the derivative as a limit of slopes.
- `volume_states` slices the volume with `Measure.prod_apply` and inserts the area of each disc.
- `shell_bounds` compares integrands: `up` and `low` are the two disc-growth estimates. It also proves the volumes finite, which matters because `toReal` sends an infinite volume to zero.
- `density_of_states` squeezes the slope between the minimum and maximum of the endpoint values, which treats both sides of $E$ together. `square_root_onset` takes the square root of the earlier limit.

### In a density-of-states routine

Multiplying $N'$ by $2/(2\pi)^3$ gives $\sqrt s/(2\pi^2)$ per unit volume, spin included. Near the edge, floating-point code loses digits in the subtraction that defines $s$; the equal form
$$s=\frac{(E-E_c)(E-E_c+2V)}{E+g^2+R}$$
avoids this when the excess energy $E-E_c$ is supplied directly. The prefactor and this rewriting are my own algebra, separate from the checked file. For a histogram of sampled energies $e(q)+|k_\perp|^2$, `shell_bounds` brackets the exact volume belonging to each bin above the edge.

### Defining the density of states by the length

A shorter model would define the density of states as $\pi$ times the slice length. The onset would then follow from `volume_slice` and `sliceSq_onset`, but the link to counting states in three dimensions would be an assumption, whereas here it is a theorem.
